# An exponential bound on the nonzero-frequency part of the thermal dispersion free energy

Two neutral, polarizable particles sit at a distance $R$ in thermal equilibrium with the electromagnetic field at temperature $T$. Their fluctuating dipoles attract each other, and the field that carries the attraction travels at the finite speed $c$. Fast fluctuations lose their correlation on the way, whereas a static polarization does not. At large distance, therefore, only the static response should be left. How large is the error if everything else is thrown away at a given $R$ and $T$?

## The size of what the static term leaves out

Write $k$ for Boltzmann's constant and $\hbar$ for the reduced Planck constant. In thermal equilibrium the interaction is a sum over the imaginary Matsubara frequencies, of magnitude $\xi_n = 2\pi n kT/\hbar$ with $n = 0, 1, 2, \dots$. The dispersion free energy is

$$A(R) = -\frac{2kT}{R^6}\Big(\tfrac32\, g_0 + \sum_{n\ge 1} g_n F(ny)\Big), \qquad y = \frac{2\pi kTR}{\hbar c},$$

with the retardation factor

$$F(x) = e^{-2x}\,(3 + 6x + 5x^2 + 2x^3 + x^4).$$

The coupling strength $g_n$ is the product of the two particles' isotropic dipole polarizabilities at the imaginary frequency $i\xi_n$, in Gaussian units. The number $ny = \xi_n R/c$ compares the distance with the length that light covers in the time $1/\xi_n$. The static term carries half weight, and $F(0)=3$, which gives the $\tfrac32 g_0$.

Assume that $0 \le g_n \le g_0$ for all $n$. This stands for a property of particles in their ground state: the polarizability at imaginary frequency is positive and falls as the frequency grows. Then, for positive $kT$, $\hbar$, $c$ and $R$,

$$\left|A(R) + \frac{3kT g_0}{R^6}\right| \le \frac{48\,kT g_0}{R^6\,(e^{y}-1)}.$$

For $g_0 > 0$ the error relative to the static term is at most $16/(e^y-1)$, which is below one part in a thousand at $y = 10$. For atoms in this pairwise, isotropic dipole model, a calculation to that accuracy at such distances needs only static polarizabilities from electronic structure theory, and no frequency-dependent response.

## Derivation from a geometric series

**The retardation factor.** For $x \ge 0$ the exponential is at least as large as its Taylor polynomial of degree four. Multiplied by 24, this reads

$$24e^x \ge 24 + 24x + 12x^2 + 4x^3 + x^4 \ge 3 + 6x + 5x^2 + 2x^3 + x^4,$$

where the second inequality holds coefficient by coefficient. Multiplying by $e^{-2x}$ gives $0 \le F(x) \le 24e^{-x}$.

**The sum over frequencies.** For $y>0$,

$$\sum_{n\ge1} e^{-ny} = \frac{e^{-y}}{1-e^{-y}} = \frac{1}{e^y-1}.$$

Let $S = \sum_{n\ge1} g_nF(ny)$. Each term is nonnegative and at most $24g_0e^{-ny}$, so the series converges by comparison and

$$0 \le S \le \frac{24g_0}{e^y-1}.$$

**The free energy.** The static part of $A$ is $-(2kT/R^6)\cdot\tfrac32 g_0 = -3kTg_0/R^6$. Taking it away leaves

$$A(R) + \frac{3kTg_0}{R^6} = -\frac{2kT}{R^6}\,S.$$

The absolute value of the right-hand side is $2kTS/R^6$, and the bound on $S$ gives the claim.

Two more statements follow. All terms of $S$ are nonnegative, so $S \ge g_1F(y)$: the nonzero frequencies add an attraction of at least $2kTg_1F(y)/R^6$. And if the error bound is multiplied by $R^6$, what remains is $48kTg_0/(e^y-1)$. At fixed temperature $y$ grows in proportion to $R$, so this vanishes and

$$R^6A(R) \to -3kTg_0 \qquad (R\to\infty).$$

This is the classical long-distance law, in which neither $\hbar$ nor $c$ appears.

## Low temperature and the role of $g_n \le g_0$

The opposite limit shows what the bound is worth when $y$ is small. Since $e^y - 1 > y$, its right-hand side is never more than

$$\frac{48kTg_0}{R^6y} = \frac{24\,\hbar c\,g_0}{\pi R^7},$$

and approaches this value as $T\to0$ at fixed $R$. The temperature has dropped out, and the power is that of the retarded Casimir–Polder interaction. If all $g_n$ equal $g_0$, then $yS$ is a Riemann sum for $g_0\int_0^\infty F(x)\,dx = \tfrac{23}{4}g_0$, and the deviation itself tends to $-23\hbar c g_0/(4\pi R^7)$. The bound is then too large by a factor of about four. This low-temperature comparison is a calculation by hand and has not been formalized.

At large $y$ the bound is more generous, because half of the decay $e^{-2x}$ was spent on absorbing the polynomial.

The condition $g_n \le g_0$ cannot simply be dropped. Take $g_0 = 0$, $g_1 = 1$ and all other $g_n = 0$. The right-hand side of the bound is then zero, while the left-hand side is $2kTF(y)/R^6 > 0$. This sequence is a purely mathematical example: the polarizabilities of particles in their ground state fall with imaginary frequency, so they cannot produce it.

## The model in Lean

The development works over the real numbers, within one namespace.

```lean
import Mathlib

open Filter Topology

namespace RetardedDispersion

noncomputable section
```

The retardation factor is written out as an explicit function.

```lean
/-- The retardation factor `F(x) = exp(-2x) (3 + 6x + 5x² + 2x³ + x⁴)` of the
dispersion interaction at a given imaginary frequency. -/
def retardation (x : ℝ) : ℝ :=
  Real.exp (-2 * x) * (3 + 6 * x + 5 * x ^ 2 + 2 * x ^ 3 + x ^ 4)
```

The dimensionless step $y$ takes $kT$ as a single real variable `kT`, so temperature and Boltzmann's constant never appear separately. The constants `hbar` and `c` are variables as well, and any consistent system of units will do.

```lean
/-- The dimensionless Matsubara step `y = 2π kT R / (ħ c)`, for `ħ` and `c` nonzero. -/
def matsubaraStep (kT hbar c R : ℝ) : ℝ := 2 * Real.pi * kT * R / (hbar * c)
```

The sum $S$ is called `thermalSum`. Lean's natural numbers start at zero, so the summation index `n` in the code belongs to the Matsubara frequency with number $n+1$; hence `g (n + 1)` and the argument `((n : ℝ) + 1) * y`.

```lean
/-- The sum of `g_n F(n y)` over the nonzero Matsubara frequencies `n ≥ 1`, when this series
converges; otherwise the value is `0` by Lean's convention. -/
def thermalSum (g : ℕ → ℝ) (y : ℝ) : ℝ :=
  ∑' n : ℕ, g (n + 1) * retardation (((n : ℝ) + 1) * y)
```

The free energy is assembled from these parts.

```lean
/-- The dispersion free energy of two particles at distance `R`, as a sum over Matsubara frequencies
with coupling strengths `g_n`; it is meaningful when `R`, `ħ`, `c` are nonzero and the sum over
frequencies converges. -/
def freeEnergy (kT hbar c : ℝ) (g : ℕ → ℝ) (R : ℝ) : ℝ :=
  -(2 * kT / R ^ 6) * (3 / 2 * g 0 + thermalSum g (matsubaraStep kT hbar c R))
```

This formula is the starting point and is not derived from quantum electrodynamics. The coupling strengths `g` are an arbitrary real sequence: nothing in the file ties them to polarizabilities, and all that the theorems assume about them is the hypothesis `hg`, which says $0\le g_n\le g_0$ for every $n$. The sequence does not depend on $R$. Anisotropic particles, higher multipoles, magnetic response and many-body effects are absent from the model.

## Bounds on one term and on the sum

The step $y$ is positive when all four quantities are.

```lean
/-- The Matsubara step is positive when `kT`, `ħ`, `c` and `R` are positive. -/
theorem matsubaraStep_pos {kT hbar c R : ℝ} (hT : 0 < kT) (hh : 0 < hbar) (hc : 0 < c)
    (hR : 0 < R) : 0 < matsubaraStep kT hbar c R := by
  have := Real.pi_pos
  unfold matsubaraStep
  positivity
```

The next theorem is the estimate $0\le F(x)\le 24e^{-x}$.

```lean
/-- For `x ≥ 0` the retardation factor is nonnegative and at most `24 exp(-x)`. -/
theorem retardation_bounds {x : ℝ} (hx : 0 ≤ x) :
    0 ≤ retardation x ∧ retardation x ≤ 24 * Real.exp (-x) := by
  refine ⟨by unfold retardation; positivity, ?_⟩
  -- the polynomial lies below 24 times the Taylor polynomial of degree four
  have h := Real.sum_le_exp_of_nonneg hx 5
  norm_num [Finset.sum_range_succ, Nat.factorial] at h
  have hp : 3 + 6 * x + 5 * x ^ 2 + 2 * x ^ 3 + x ^ 4 ≤ 24 * Real.exp x := by
    have h2 : 0 ≤ x ^ 2 := by positivity
    have h3 : 0 ≤ x ^ 3 := by positivity
    linarith
  calc retardation x ≤ Real.exp (-2 * x) * (24 * Real.exp x) :=
        mul_le_mul_of_nonneg_left hp (Real.exp_pos _).le
    _ = 24 * (Real.exp (-2 * x) * Real.exp x) := by ring
    _ = 24 * Real.exp (-x) := by
        rw [← Real.exp_add]
        congr 2
        ring
```

The Mathlib lemma `Real.sum_le_exp_of_nonneg`, used with five terms, supplies the Taylor polynomial of degree four. After `norm_num` has evaluated the factorials, `linarith` compares the two polynomials; it needs to be told that $x^2$ and $x^3$ are nonnegative. The final `calc` block multiplies by $e^{-2x}$ and merges the exponentials.

The geometric series comes next. `HasSum` says that the series converges and that its sum is the stated number.

```lean
/-- For `y > 0` the Boltzmann-like factors `exp(-n y)`, `n ≥ 1`, add up to
`1 / (exp y - 1)`. -/
theorem hasSum_exp {y : ℝ} (hy : 0 < y) :
    HasSum (fun n : ℕ => Real.exp (-(((n : ℝ) + 1) * y))) (1 / (Real.exp y - 1)) := by
  have h1 : Real.exp (-y) < 1 := Real.exp_lt_one_iff.mpr (by linarith)
  have h := (hasSum_geometric_of_lt_one (Real.exp_pos (-y)).le h1).mul_left (Real.exp (-y))
  have hv : Real.exp (-y) * (1 - Real.exp (-y))⁻¹ = 1 / (Real.exp y - 1) := by
    have e : 1 - Real.exp (-y) = Real.exp (-y) * (Real.exp y - 1) := by
      rw [mul_sub, ← Real.exp_add, neg_add_cancel, Real.exp_zero, mul_one]
    rw [e, mul_inv, ← mul_assoc, mul_inv_cancel₀ (Real.exp_ne_zero _), one_mul, one_div]
  rw [hv] at h
  have e : (fun n : ℕ => Real.exp (-(((n : ℝ) + 1) * y))) =
      fun n : ℕ => Real.exp (-y) * Real.exp (-y) ^ n := by
    funext n
    rw [← Real.exp_nat_mul, ← Real.exp_add]
    congr 1
    ring
  rw [e]
  exact h
```

The proof takes Mathlib's geometric series with ratio $e^{-y}<1$ and multiplies it by $e^{-y}$. The step `hv` is the rearrangement $e^{-y}/(1-e^{-y}) = 1/(e^y-1)$, and the last part rewrites $e^{-(n+1)y}$ as $e^{-y}(e^{-y})^n$.

These two results combine into the bounds on $S$.

```lean
/-- If `0 ≤ g_n ≤ g_0` and `y > 0`, the sum over nonzero Matsubara frequencies converges,
and its value lies between `0` and `24 g_0 / (exp y - 1)`. -/
theorem thermalSum_bounds {g : ℕ → ℝ} (hg : ∀ n, 0 ≤ g n ∧ g n ≤ g 0) {y : ℝ}
    (hy : 0 < y) :
    Summable (fun n : ℕ => g (n + 1) * retardation (((n : ℝ) + 1) * y)) ∧
      0 ≤ thermalSum g y ∧ thermalSum g y ≤ 24 * g 0 * (1 / (Real.exp y - 1)) := by
  have hF : ∀ n : ℕ, 0 ≤ retardation (((n : ℝ) + 1) * y) ∧
      retardation (((n : ℝ) + 1) * y) ≤ 24 * Real.exp (-(((n : ℝ) + 1) * y)) :=
    fun n => retardation_bounds (by positivity)
  have h0 : ∀ n : ℕ, 0 ≤ g (n + 1) * retardation (((n : ℝ) + 1) * y) :=
    fun n => mul_nonneg (hg _).1 (hF n).1
  -- each term is dominated by a term of the geometric series
  have hle : ∀ n : ℕ, g (n + 1) * retardation (((n : ℝ) + 1) * y) ≤
      24 * g 0 * Real.exp (-(((n : ℝ) + 1) * y)) := fun n =>
    (mul_le_mul (hg _).2 (hF n).2 (hF n).1 (hg 0).1).trans_eq (by ring)
  have hs := (hasSum_exp hy).mul_left (24 * g 0)
  have hsum := Summable.of_nonneg_of_le h0 hle hs.summable
  exact ⟨hsum, tsum_nonneg h0, hasSum_le hle hsum.hasSum hs⟩
```

The conclusion has three parts: convergence, $0\le S$, and $S\le 24g_0/(e^y-1)$. The first part matters because Lean gives a divergent `∑'` the value zero, and a bound on such a value would say nothing about the physics. In the proof, `h0` and `hle` are the two termwise inequalities, `Summable.of_nonneg_of_le` is the comparison test, and `hasSum_le` carries the termwise inequality over to the sums.

## The error of the static approximation

The deviation from the static term is an algebraic identity, which needs no assumption on signs.

```lean
/-- The free energy minus its static part `-3 kT g_0 / R⁶` is `-2 kT / R⁶` times the sum
over nonzero Matsubara frequencies. -/
theorem freeEnergy_add_static (kT hbar c : ℝ) (g : ℕ → ℝ) (R : ℝ) :
    freeEnergy kT hbar c g R + 3 * kT * g 0 / R ^ 6 =
      -(2 * kT / R ^ 6 * thermalSum g (matsubaraStep kT hbar c R)) := by
  unfold freeEnergy
  ring
```

The main theorem states the bound on $|A(R) + 3kTg_0/R^6|$ with exactly the hypotheses used above: four positive quantities and $0\le g_n\le g_0$.

```lean
/-- For positive `kT`, `ħ`, `c`, `R` and `0 ≤ g_n ≤ g_0`, the free energy differs from
`-3 kT g_0 / R⁶` by at most `48 kT g_0 / (R⁶ (exp y - 1))`, with `y = 2π kT R / (ħ c)`. -/
theorem freeEnergy_static_error {kT hbar c R : ℝ} {g : ℕ → ℝ} (hT : 0 < kT)
    (hh : 0 < hbar) (hc : 0 < c) (hR : 0 < R) (hg : ∀ n, 0 ≤ g n ∧ g n ≤ g 0) :
    |freeEnergy kT hbar c g R + 3 * kT * g 0 / R ^ 6| ≤
      48 * kT * g 0 / (R ^ 6 * (Real.exp (matsubaraStep kT hbar c R) - 1)) := by
  obtain ⟨-, h0, h1⟩ := thermalSum_bounds hg (matsubaraStep_pos hT hh hc hR)
  have hp : 0 ≤ 2 * kT / R ^ 6 := by positivity
  rw [freeEnergy_add_static, abs_neg, abs_of_nonneg (mul_nonneg hp h0)]
  refine (mul_le_mul_of_nonneg_left h1 hp).trans_eq ?_
  rw [← div_div]
  ring
```

The proof rewrites the deviation by the identity, removes the minus sign with `abs_neg`, and removes the absolute value because $2kT/R^6$ and $S$ are both nonnegative. Multiplying the upper bound on $S$ by $2kT/R^6$ turns the 24 into 48.

## The least extra attraction and the long-distance limit

The lower bound is stated for the negative of the deviation, which is the amount by which the nonzero frequencies lower the free energy.

```lean
/-- For positive `kT`, `ħ`, `c`, `R` and `0 ≤ g_n ≤ g_0`, the nonzero frequencies lower the free
energy below `-3 kT g_0 / R⁶` by at least `2 kT g_1 F(y) / R⁶`, the size of the `n = 1` term, with
`y = 2π kT R / (ħ c)`. -/
theorem first_matsubara_term_le {kT hbar c R : ℝ} {g : ℕ → ℝ} (hT : 0 < kT)
    (hh : 0 < hbar) (hc : 0 < c) (hR : 0 < R) (hg : ∀ n, 0 ≤ g n ∧ g n ≤ g 0) :
    2 * kT * g 1 * retardation (matsubaraStep kT hbar c R) / R ^ 6 ≤
      -(freeEnergy kT hbar c g R + 3 * kT * g 0 / R ^ 6) := by
  have hy := matsubaraStep_pos hT hh hc hR
  have h := (thermalSum_bounds hg hy).1.le_tsum 0
    (fun j _ => mul_nonneg (hg _).1 (retardation_bounds (by positivity)).1)
  simp only [Nat.cast_zero, zero_add, one_mul] at h
  have hp : 0 ≤ 2 * kT / R ^ 6 := by positivity
  rw [freeEnergy_add_static, neg_neg]
  refine le_trans (le_of_eq ?_) (mul_le_mul_of_nonneg_left h hp)
  ring
```

The lemma `le_tsum`, applied at index 0, says that a convergent sum of nonnegative terms is at least as large as its first term. Index 0 is the frequency with $n=1$ in the formula for $A$, so the term is $g_1F(y)$. Together with the main theorem, this encloses the extra attraction between two explicit expressions.

The last theorem is the classical law at long distance. `Tendsto … atTop (𝓝 …)` expresses convergence to a finite limit as $R$ grows without bound. The values `kT`, `hbar`, `c` and the sequence `g` stay fixed meanwhile, so the theorem makes no statement about a temperature that falls as the distance increases.

```lean
/-- At fixed positive `kT`, `ħ`, `c` and fixed `g_n` with `0 ≤ g_n ≤ g_0`, the product
`R⁶ A(R)` tends to `-3 kT g_0` as the distance grows. -/
theorem freeEnergy_long_distance {kT hbar c : ℝ} {g : ℕ → ℝ} (hT : 0 < kT)
    (hh : 0 < hbar) (hc : 0 < c) (hg : ∀ n, 0 ≤ g n ∧ g n ≤ g 0) :
    Tendsto (fun R : ℝ => R ^ 6 * freeEnergy kT hbar c g R) atTop
      (𝓝 (-(3 * kT * g 0))) := by
  have hy : Tendsto (fun R : ℝ => matsubaraStep kT hbar c R) atTop atTop := by
    have ha : 0 < matsubaraStep kT hbar c 1 := matsubaraStep_pos hT hh hc one_pos
    have e : (fun R : ℝ => matsubaraStep kT hbar c R) =
        fun R : ℝ => matsubaraStep kT hbar c 1 * R := by
      funext R
      unfold matsubaraStep
      ring
    rw [e]
    exact Tendsto.const_mul_atTop ha tendsto_id
  have hE : Tendsto (fun R : ℝ => Real.exp (matsubaraStep kT hbar c R) - 1) atTop atTop :=
    tendsto_atTop_add_const_right atTop (-1) (Real.tendsto_exp_atTop.comp hy)
  -- the error bound, multiplied by R⁶, vanishes at large distance
  refine tendsto_iff_norm_sub_tendsto_zero.mpr
    (squeeze_zero' (Eventually.of_forall fun R => norm_nonneg _) ?_
      (hE.const_div_atTop (48 * kT * g 0)))
  filter_upwards [eventually_gt_atTop (0 : ℝ)] with R hR
  have h6 : 0 < R ^ 6 := by positivity
  have hcancel : R ^ 6 * (3 * kT * g 0 / R ^ 6) = 3 * kT * g 0 := by field_simp
  have e : R ^ 6 * freeEnergy kT hbar c g R - -(3 * kT * g 0) =
      R ^ 6 * (freeEnergy kT hbar c g R + 3 * kT * g 0 / R ^ 6) := by
    rw [mul_add, hcancel, sub_neg_eq_add]
  rw [e, Real.norm_eq_abs, abs_mul, abs_of_pos h6]
  refine (mul_le_mul_of_nonneg_left
    (freeEnergy_static_error hT hh hc hR hg) h6.le).trans_eq ?_
  rw [← mul_div_assoc, mul_div_mul_left _ _ h6.ne']

end

end RetardedDispersion
```

The steps `hy` and `hE` show that $y$, and with it $e^y-1$, grows without bound. The distance between $R^6A(R)$ and $-3kTg_0$ is then squeezed between zero and $48kTg_0/(e^y-1)$. The main theorem provides the upper estimate for every $R>0$, which is enough for a limit at large $R$; `filter_upwards` restricts the argument to those distances, and the factors of $R^6$ cancel.

```lean
#print axioms RetardedDispersion.freeEnergy_add_static
#print axioms RetardedDispersion.first_matsubara_term_le
#print axioms RetardedDispersion.freeEnergy_long_distance
```

```
'RetardedDispersion.freeEnergy_add_static' depends on axioms: [propext, Classical.choice, Quot.sound]
'RetardedDispersion.first_matsubara_term_le' depends on axioms: [propext, Classical.choice, Quot.sound]
'RetardedDispersion.freeEnergy_long_distance' depends on axioms: [propext, Classical.choice, Quot.sound]
```
